# Bounds on the correlation energy and its kinetic part from a convex, nonincreasing adiabatic-connection integrand

In the adiabatic connection of density-functional theory, the electron repulsion is multiplied by a coupling strength s that runs from 0 to 1 while the ground-state density is held fixed. Let W(s) be the expectation value of the full, unscaled repulsion in the state at coupling s. The correlation energy `Ec` is then the integral of W(s) − W(0) over s from 0 to 1; its interaction part `Uc` is W(1) − W(0), and its kinetic part `Tc` is the remainder `Ec - Uc`. The theorem takes any real function W that is convex and nonincreasing on [0, 1], both properties being assumed and not derived from a Hamiltonian. It states that Uc ≤ Ec ≤ Uc/2 ≤ 0 and that 0 ≤ Tc ≤ |Ec|. The proof bounds the integrand W(s) − W(0) below by its value at full coupling and above by its chord, the straight line s·Uc, and integrates both bounds.

The first attempt, which Lean rejects:

```lean
import Mathlib

open Matrix Set MeasureTheory

namespace AdiabaticConnection

noncomputable section

/-- Correlation energy: the integral of `W s - W 0` over the coupling strength. -/
def Ec (W : ℝ → ℝ) : ℝ := ∫ s in (0 : ℝ)..1, (W s - W 0)

/-- Interaction part of the correlation energy, at full coupling. -/
def Uc (W : ℝ → ℝ) : ℝ := W 1 - W 0

/-- Kinetic part of the correlation energy, as the remainder `Ec - Uc`. -/
def Tc (W : ℝ → ℝ) : ℝ := Ec W - Uc W

/-- For a convex nonincreasing integrand, `Uc ≤ Ec ≤ Uc / 2 ≤ 0` and `0 ≤ Tc ≤ |Ec|`. -/
theorem correlation_bounds {W : ℝ → ℝ} (hc : ConvexOn ℝ (Icc 0 1) W)
    (ha : AntitoneOn W (Icc 0 1)) :
    (Uc W ≤ Ec W ∧ Ec W ≤ Uc W / 2 ∧ Uc W / 2 ≤ 0) ∧ 0 ≤ Tc W ∧ Tc W ≤ |Ec W| := by
  have m0 : (0 : ℝ) ∈ Icc (0 : ℝ) 1 := by simp
  have m1 : (1 : ℝ) ∈ Icc (0 : ℝ) 1 := by simp
  have hi : IntervalIntegrable W volume 0 1 :=
    AntitoneOn.intervalIntegrable (by rwa [uIcc_of_le zero_le_one])
  have hi' : IntervalIntegrable (fun s => W s - W 0) volume 0 1 :=
    hi.sub intervalIntegrable_const
  have hU : Uc W ≤ 0 := sub_nonpos.2 (ha m0 m1 zero_le_one)
  -- the integrand lies above its value at full coupling
  have lower : Uc W ≤ Ec W := by
    have h := intervalIntegral.integral_mono_on (zero_le_one' ℝ)
      (intervalIntegrable_const (c := Uc W)) hi'
      (fun s hs => sub_le_sub_right (ha hs m1 hs.2) (W 0))
    simpa [Ec] using h
  -- the integrand lies below its chord
  have upper : Ec W ≤ Uc W / 2 := by
    have h := intervalIntegral.integral_mono_on (zero_le_one' ℝ) hi'
      ((continuous_id.mul continuous_const).intervalIntegrable 0 1 :
        IntervalIntegrable (fun s : ℝ => s * Uc W) volume 0 1)
      (fun s hs => by
        have h := hc.2 m0 m1 (sub_nonneg.2 hs.2) hs.1 (by ring)
        simp only [smul_eq_mul, mul_zero, mul_one, zero_add] at h
        unfold Uc
        linarith)
    rw [intervalIntegral.integral_mul_const, integral_id] at h
    unfold Ec
    linarith
  refine ⟨⟨lower, upper, by linarith⟩, sub_nonneg.2 lower, ?_⟩
  have h := neg_le_abs (Ec W)
  unfold Tc
  linarith

end

end AdiabaticConnection
```

The compiler's answer:

```
Main.lean:44:8: error: linarith failed to find a contradiction
W : ℝ → ℝ
hc : ConvexOn ℝ (Icc 0 1) W
ha : AntitoneOn W (Icc 0 1)
m0 : 0 ∈ Icc 0 1
m1 : 1 ∈ Icc 0 1
hi : IntervalIntegrable W volume 0 1
hi' : IntervalIntegrable (fun s => W s - W 0) volume 0 1
hU : Uc W ≤ 0
lower : Uc W ≤ Ec W
s : ℝ
hs : s ∈ Icc 0 1
h : W s ≤ (1 - s) * W 0 + s * W 1
a✝ : (id * fun x => W 1 - W 0) s < W s - W 0
⊢ False
failed
Main.lean:45:8: error: Tactic `rewrite` failed: Did not find an occurrence of the pattern
  ∫ (x : ℝ) in ?m.307..?m.308, ?f x * ?r ∂?m.309
in the target expression
  ∫ (u : ℝ) in 0..1, W u - W 0 ≤ ∫ (u : ℝ) in 0..1, (id * fun x => Uc W) u

W : ℝ → ℝ
hc : ConvexOn ℝ (Icc 0 1) W
ha : AntitoneOn W (Icc 0 1)
m0 : 0 ∈ Icc 0 1
m1 : 1 ∈ Icc 0 1
hi : IntervalIntegrable W volume 0 1
hi' : IntervalIntegrable (fun s => W s - W 0) volume 0 1
hU : Uc W ≤ 0
lower : Uc W ≤ Ec W
h : ∫ (u : ℝ) in 0..1, W u - W 0 ≤ ∫ (u : ℝ) in 0..1, (id * fun x => Uc W) u
⊢ Ec W ≤ Uc W / 2
```

The mended proof, as a diff:

```diff
@@ -35,11 +35,12 @@
   -- the integrand lies below its chord
   have upper : Ec W ≤ Uc W / 2 := by
-    have h := intervalIntegral.integral_mono_on (zero_le_one' ℝ) hi'
-      ((continuous_id.mul continuous_const).intervalIntegrable 0 1 :
-        IntervalIntegrable (fun s : ℝ => s * Uc W) volume 0 1)
+    have hcont : Continuous (fun s : ℝ => s * Uc W) := by fun_prop
+    have hl : IntervalIntegrable (fun s : ℝ => s * Uc W) volume 0 1 :=
+      hcont.intervalIntegrable 0 1
+    have h := intervalIntegral.integral_mono_on (zero_le_one' ℝ) hi' hl
       (fun s hs => by
         have h := hc.2 m0 m1 (sub_nonneg.2 hs.2) hs.1 (by ring)
         simp only [smul_eq_mul, mul_zero, mul_one, zero_add] at h
-        unfold Uc
+        show W s - W 0 ≤ s * (W 1 - W 0)
         linarith)
     rw [intervalIntegral.integral_mul_const, integral_id] at h
```

Diagnosis. Both errors come from the way the chord was given to `integral_mono_on`. The type ascription asks for `fun s : ℝ => s * Uc W`, but Lean only checks that the term's own type agrees with this by definition, and then keeps the term's own type. That type speaks of `id * fun x => Uc W`, a product of functions, and this is what appears in both messages. `linarith` does not unfold the product at `s`, so it cannot connect the goal with the convexity bound `h`. The rewrite with `integral_mul_const` fails because it looks for a product of numbers under the integral and finds a product of functions applied to `u`.

In the repair, `hl` has the chord's integrability as its stated type, so the integral inequality carries `s * Uc W` and the rewrite finds its pattern. `hcont` supplies the continuity that `hl` needs. The `show` line replaces `unfold Uc` and writes the pointwise goal out in ordinary arithmetic, which `linarith` can prove from `h`.
